# Spatial exchange symmetry keeps only even or only odd waves in a finite partial-wave cross section, and doubles their weight if each event is counted once

## Whole sphere or half, and where does the factor 2 come from?

When two identical spinless bosons scatter, do I integrate $|f(\theta)+f(\pi-\theta)|^2$ over all directions, or over a hemisphere? For distinguishable particles I know $\sigma=\frac{4\pi}{k^2}\sum_l(2l+1)\sin^2 d_l$, with relative wave number $k$ and phase shifts $d_l$. With exchange, the even-$l$ part of the amplitude doubles, so I expected four times the weight, $16\pi$. The formula I was given has $8\pi$. Also, what happens to the interference between $f(\theta)$ and $f(\pi-\theta)$ after integration?

## Answer

The choice is to count each pair of outgoing directions once. A detector cannot tell which particle arrived, so in the centre-of-mass frame $\theta$ and $\pi-\theta$ describe the same event, and the integral runs over a hemisphere. With $t=\cos\theta$ and exchange sign $\varepsilon=\pm1$, the intensity is even in $t$, so

$$\sigma_\varepsilon=2\pi\int_0^1|f(t)+\varepsilon f(-t)|^2dt=\pi\int_{-1}^1|f(t)+\varepsilon f(-t)|^2dt .$$

The amplitude gives a factor 4 and the hemisphere a factor 1/2, hence $8\pi$. The interference survives integration: it doubles one parity and cancels the other.

### From the Legendre recurrence to the cross section

Take

$$f(t)=\frac1k\sum_{l=0}^{L}(2l+1)e^{id_l}\sin d_l\,P_l(t),$$

where $P_0=1$, $P_1=x$ and $(n+2)P_{n+2}=(2n+3)xP_{n+1}-(n+1)P_n$.

**Parity.** Both terms on the right of the recurrence have the parity of $n$, so by induction $P_n(-x)=(-1)^nP_n(x)$.

**Ladder relations.** For every $n$,

$$\text{(A)}\quad P'_{n+1}=xP'_n+(n+1)P_n,\qquad \text{(B)}\quad xP'_{n+1}-P'_n=(n+1)P_{n+1}.$$

Both hold at $n=0$. For the induction step, differentiate the recurrence and eliminate $P'_n$ by (B):

$$(n+2)P'_{n+2}=(n+2)xP'_{n+1}+\big[2n+3+(n+1)^2\big]P_{n+1}.$$

The bracket is $(n+2)^2$, which gives the next (A). Next, $x$ times (B) minus (A) gives

$$(1-x^2)P'_{n+1}=(n+1)(P_n-xP_{n+1}).$$

Using both results,

$$xP'_{n+2}-P'_{n+1}=(x^2-1)P'_{n+1}+(n+2)xP_{n+1}=(2n+3)xP_{n+1}-(n+1)P_n=(n+2)P_{n+2},$$

which is the next (B).

**Orthogonality.** Differentiating the formula for $(1-x^2)P'_{n+1}$ and applying (B) gives the Legendre equation, $[(1-x^2)P'_n]'=-n(n+1)P_n$; the case $n=0$ is immediate. Therefore

$$\big[(1-x^2)(P_mP'_n-P_nP'_m)\big]'=(m-n)(m+n+1)P_mP_n.$$

The bracket vanishes at $\pm1$, so $\int_{-1}^1P_mP_n\,dx=0$ for $m\neq n$.

**Norm.** Let $G=x(P_{n+1}^2+P_n^2)-2P_nP_{n+1}$. By (A) and (B),

$$G'=(2n+3)P_{n+1}^2-(2n+1)P_n^2.$$

The ladder relations at the endpoints give $P_{n+1}(1)=P_n(1)$ and $P_{n+1}(-1)=-P_n(-1)$, so $G(\pm1)=0$. Thus $(2n+1)\int_{-1}^1P_n^2\,dx$ is the same for all $n$, and at $n=0$ it is 2.

**Exchange.** By parity, $f(t)+\varepsilon f(-t)=\sum_l c_lP_l(t)$ with

$$c_l=\frac{2l+1}{k}E_l\,e^{id_l}\sin d_l,\qquad E_l=1+\varepsilon(-1)^l.$$

Orthogonality removes the cross terms between different $l$:

$$\sigma_\varepsilon=\pi\sum_l\frac{2|c_l|^2}{2l+1}=\frac{2\pi}{k^2}\sum_l(2l+1)E_l^2\sin^2d_l.$$

Since $\varepsilon^2=1$, $E_l^2=1+2\varepsilon(-1)^l+1=2E_l$, so

$$k^2\sigma_\varepsilon=4\pi\sum_l(2l+1)E_l\sin^2d_l.$$

For $\varepsilon=1$, $E_l$ is 2 for even $l$ and 0 for odd $l$; for $\varepsilon=-1$ the roles are exchanged. Both cases have the prefactor $8\pi$.

### What the Lean theorems say

`symmetric_cross_section` says that for every real $k>0$, every natural number $L$ and every real sequence `d`, $k^2\sigma_{+}$ equals $8\pi$ times the sum of $(2l+1)\sin^2d_l$ over even $l\le L$. `antisymmetric_cross_section` is the same with odd $l$; at $L=0$ its sum is empty and the cross section is zero. Both follow from `exchange_cross_section`, which keeps $\varepsilon$ general subject to $\varepsilon^2=1$.

The function `amplitude` is $f$, with `d l` for the phase shift usually written $\delta_l$; `range (L + 1)` means $l=0,\dots,L$. The function `exchangeCrossSection` contains the prefactor $\pi$, and so the hemisphere convention. The combined amplitude carries no factor $1/\sqrt2$. The sign $\varepsilon=1$ stands for a symmetric spatial state, as for spinless bosons, and $\varepsilon=-1$ for an antisymmetric one, as for fermions in the same spin state.

Real phases mean elastic scattering, and the finite sum is an idealisation of a short-range central interaction. The step left to the physicist is to obtain the $d_l$ from the radial equation of the relative motion; here they are arbitrary real numbers. Within this finite, elastic model, the result shows why identical fermions in one spin state have no s-wave collisions, which matters for cold gases.

```lean
import Mathlib

open Finset
open scoped Real

namespace IdenticalParticleScattering

noncomputable section

/-- The Legendre functions `P_n(x)`, defined by their three-term recurrence. -/
def P : ℕ → ℝ → ℝ
  | 0 => fun _ => 1
  | 1 => fun x => x
  | n + 2 => fun x => ((2 * n + 3) * x * P (n + 1) x - (n + 1) * P n x) / (n + 2)

/-- The scattering amplitude at `t = cos θ` for wave number `k ≠ 0`, with partial waves
`l = 0, ..., L` and phase shifts `d l`. -/
def amplitude (k : ℝ) (L : ℕ) (d : ℕ → ℝ) (t : ℝ) : ℂ :=
  (1 / (k : ℂ)) * ∑ l ∈ range (L + 1),
    (2 * (l : ℂ) + 1) * Complex.exp (d l * Complex.I) * (Real.sin (d l) : ℂ) * (P l t : ℂ)

/-- The cross section `π ∫ |f(t) + ε f(-t)|² dt` over `[-1, 1]` with exchange sign `ε`,
for wave number `k ≠ 0`. -/
def exchangeCrossSection (ε k : ℝ) (L : ℕ) (d : ℕ → ℝ) : ℝ :=
  π * ∫ t in (-1 : ℝ)..1, ‖amplitude k L d t + (ε : ℂ) * amplitude k L d (-t)‖ ^ 2

/-- Reversing the direction, `x → -x`, multiplies `P_n` by `(-1)^n`. -/
theorem legendre_neg : ∀ (n : ℕ) (x : ℝ), P n (-x) = (-1) ^ n * P n x
  | 0, x => by simp [P]
  | 1, x => by simp [P]
  | n + 2, x => by
    simp only [P, legendre_neg n x, legendre_neg (n + 1) x]
    ring

/-- Every Legendre function is differentiable. -/
theorem legendre_differentiable : ∀ n : ℕ, Differentiable ℝ (P n)
  | 0 => by simp only [P]; fun_prop
  | 1 => by simp only [P]; fun_prop
  | n + 2 => by
    have h0 := legendre_differentiable n
    have h1 := legendre_differentiable (n + 1)
    simp only [P]; fun_prop

/-- Ladder relations: `P'_{n+1} = x P'_n + (n+1) P_n` and
`x P'_{n+1} - P'_n = (n+1) P_{n+1}`. -/
theorem legendre_ladder (n : ℕ) (x : ℝ) :
    deriv (P (n + 1)) x = x * deriv (P n) x + (n + 1) * P n x ∧
    x * deriv (P (n + 1)) x - deriv (P n) x = (n + 1) * P (n + 1) x := by
  have D := legendre_differentiable
  induction n with
  | zero => simp [P]
  | succ n ih =>
    obtain ⟨hA, hB⟩ := ih
    have hn : (n : ℝ) + 2 ≠ 0 := by positivity
    have hrec : ∀ y, ((n : ℝ) + 2) * P (n + 2) y
        = (2 * n + 3) * (y * P (n + 1) y) - (n + 1) * P n y := by
      intro y
      simp only [P]
      rw [mul_comm, div_mul_cancel₀ _ hn]
      ring
    -- differentiate the recurrence
    have h2 : HasDerivAt (fun y => ((n : ℝ) + 2) * P (n + 2) y)
        (((n : ℝ) + 2) * deriv (P (n + 2)) x) x := (D (n + 2) x).hasDerivAt.const_mul _
    rw [funext hrec] at h2
    have hd := h2.unique ((((hasDerivAt_id' x).fun_mul (D (n + 1) x).hasDerivAt).const_mul
      (2 * (n : ℝ) + 3)).fun_sub ((D n x).hasDerivAt.const_mul ((n : ℝ) + 1)))
    have hA' : deriv (P (n + 2)) x = x * deriv (P (n + 1)) x + (n + 2) * P (n + 1) x := by
      apply mul_left_cancel₀ hn
      linear_combination hd + ((n : ℝ) + 1) * hB
    have hB' : x * deriv (P (n + 2)) x - deriv (P (n + 1)) x = (n + 2) * P (n + 2) x := by
      linear_combination x * hA' - hrec x + x * hB - hA
    have hcast : ((n + 1 : ℕ) : ℝ) + 1 = n + 2 := by push_cast; ring
    rw [hcast]
    exact ⟨hA', hB'⟩

/-- Legendre functions of different degree are orthogonal on `[-1, 1]`. -/
theorem legendre_orthogonal {m n : ℕ} (hmn : m ≠ n) :
    ∫ x in (-1 : ℝ)..1, P m x * P n x = 0 := by
  have D := legendre_differentiable
  -- the Legendre equation in flux form
  have flux : ∀ (n : ℕ) (x : ℝ), HasDerivAt (fun y => (1 - y ^ 2) * deriv (P n) y)
      (-((n : ℝ) * (n + 1)) * P n x) x := by
    intro n x
    cases n with
    | zero =>
      have e : (fun y : ℝ => (1 - y ^ 2) * deriv (P 0) y) = fun _ => 0 := by
        funext y; simp [P]
      rw [e]
      exact (hasDerivAt_const x (0 : ℝ)).congr_deriv (by simp)
    | succ n =>
      have e : (fun y : ℝ => (1 - y ^ 2) * deriv (P (n + 1)) y)
          = fun y => ((n : ℝ) + 1) * (P n y - y * P (n + 1) y) := by
        funext y
        obtain ⟨a, b⟩ := legendre_ladder n y
        linear_combination a - y * b
      rw [e]
      refine (((D n x).hasDerivAt.fun_sub ((hasDerivAt_id' x).fun_mul
        (D (n + 1) x).hasDerivAt)).const_mul ((n : ℝ) + 1)).congr_deriv ?_
      push_cast
      linear_combination (-((n : ℝ) + 1)) * (legendre_ladder n x).2
  -- the derivative of the Wronskian flux is a multiple of `P_m P_n`
  have hW : ∀ x, HasDerivAt (fun y => P m y * ((1 - y ^ 2) * deriv (P n) y)
      - P n y * ((1 - y ^ 2) * deriv (P m) y))
      (((m : ℝ) - n) * (m + n + 1) * (P m x * P n x)) x := by
    intro x
    refine (((D m x).hasDerivAt.fun_mul (flux n x)).fun_sub
      ((D n x).hasDerivAt.fun_mul (flux m x))).congr_deriv ?_
    ring
  have hz : ((m : ℝ) - n) * (m + n + 1) * ∫ x in (-1 : ℝ)..1, P m x * P n x = 0 := by
    rw [← intervalIntegral.integral_const_mul,
      intervalIntegral.integral_eq_sub_of_hasDerivAt (fun x _ => hW x)
        ((continuous_const.mul ((D m).continuous.mul (D n).continuous)).intervalIntegrable _ _)]
    norm_num
  have h1 : (m : ℝ) - n ≠ 0 := sub_ne_zero.mpr (by exact_mod_cast hmn)
  have h2 : (m : ℝ) + n + 1 ≠ 0 := by positivity
  exact (mul_eq_zero.mp hz).resolve_left (mul_ne_zero h1 h2)

/-- The integral of `P_n²` over `[-1, 1]` is `2 / (2n+1)`. -/
theorem legendre_norm (n : ℕ) :
    ∫ x in (-1 : ℝ)..1, P n x * P n x = 2 / (2 * (n : ℝ) + 1) := by
  have D := legendre_differentiable
  induction n with
  | zero => norm_num [P]
  | succ n ih =>
    -- an antiderivative of the weighted difference of neighbouring squares
    have hG : ∀ x, HasDerivAt (fun y => y * (P (n + 1) y * P (n + 1) y + P n y * P n y)
        - 2 * (P n y * P (n + 1) y))
        ((2 * (n : ℝ) + 3) * (P (n + 1) x * P (n + 1) x) - (2 * (n : ℝ) + 1) * (P n x * P n x))
        x := by
      intro x
      have h0 := (D n x).hasDerivAt
      have h1 := (D (n + 1) x).hasDerivAt
      refine (((hasDerivAt_id' x).fun_mul ((h1.fun_mul h1).fun_add (h0.fun_mul h0))).fun_sub
        ((h0.fun_mul h1).const_mul 2)).congr_deriv ?_
      obtain ⟨a, b⟩ := legendre_ladder n x
      linear_combination 2 * P (n + 1) x * b - 2 * P n x * a
    have hn : (n : ℝ) + 1 ≠ 0 := by positivity
    have e1 : P (n + 1) 1 = P n 1 := by
      obtain ⟨a, b⟩ := legendre_ladder n 1
      apply mul_left_cancel₀ hn
      linear_combination a - b
    have e2 : P (n + 1) (-1) = -P n (-1) := by
      obtain ⟨a, b⟩ := legendre_ladder n (-1)
      apply mul_left_cancel₀ hn
      linear_combination -a - b
    have hi : ∀ (c : ℝ) (m : ℕ), IntervalIntegrable (fun x => c * (P m x * P m x))
        MeasureTheory.volume (-1) 1 := fun c m =>
      (continuous_const.mul ((D m).continuous.mul (D m).continuous)).intervalIntegrable _ _
    have h := intervalIntegral.integral_eq_sub_of_hasDerivAt (fun x _ => hG x)
      ((hi (2 * (n : ℝ) + 3) (n + 1)).sub (hi (2 * (n : ℝ) + 1) n))
    rw [intervalIntegral.integral_sub (hi _ _) (hi _ _)] at h
    simp only [intervalIntegral.integral_const_mul, e1, e2] at h
    rw [eq_div_iff (by positivity)] at ih
    rw [eq_div_iff (by positivity)]
    push_cast
    linear_combination h + ih

/-- Partial waves do not interfere in the angle-integrated intensity: the integral of
`|∑ c_l P_l|²` over `[-1, 1]` is `∑ 2 |c_l|² / (2l+1)`. -/
theorem integral_partial_waves (c : ℕ → ℂ) (N : ℕ) :
    ∫ t in (-1 : ℝ)..1, ‖∑ l ∈ range N, c l * (P l t : ℂ)‖ ^ 2
      = ∑ l ∈ range N, 2 / (2 * (l : ℝ) + 1) * ‖c l‖ ^ 2 := by
  have expand : ∀ t : ℝ, ‖∑ l ∈ range N, c l * (P l t : ℂ)‖ ^ 2
      = ∑ i ∈ range N, ∑ j ∈ range N,
        ((c i).re * (c j).re + (c i).im * (c j).im) * (P i t * P j t) := by
    intro t
    rw [Complex.sq_norm, Complex.normSq_apply, Complex.re_sum, Complex.im_sum,
      Finset.sum_mul_sum, Finset.sum_mul_sum, ← Finset.sum_add_distrib]
    refine sum_congr rfl fun i _ => ?_
    rw [← Finset.sum_add_distrib]
    refine sum_congr rfl fun j _ => ?_
    simp only [Complex.mul_re, Complex.mul_im, Complex.ofReal_re, Complex.ofReal_im]
    ring
  have hij : ∀ i j, Continuous fun t : ℝ =>
      ((c i).re * (c j).re + (c i).im * (c j).im) * (P i t * P j t) := fun i j =>
    continuous_const.mul
      ((legendre_differentiable i).continuous.mul (legendre_differentiable j).continuous)
  have hi : ∀ i, Continuous fun t : ℝ => ∑ j ∈ range N,
      ((c i).re * (c j).re + (c i).im * (c j).im) * (P i t * P j t) := fun i =>
    continuous_finsetSum _ fun j _ => hij i j
  simp only [expand]
  rw [intervalIntegral.integral_finsetSum fun i _ => (hi i).intervalIntegrable _ _]
  refine sum_congr rfl fun i hmem => ?_
  rw [intervalIntegral.integral_finsetSum fun j _ => (hij i j).intervalIntegrable _ _]
  -- only the diagonal term survives
  rw [Finset.sum_eq_single i]
  · rw [intervalIntegral.integral_const_mul, legendre_norm, Complex.sq_norm,
      Complex.normSq_apply]
    ring
  · intro j _ hj
    rw [intervalIntegral.integral_const_mul, legendre_orthogonal hj.symm, mul_zero]
  · exact fun h => absurd hmem h

/-- For `k > 0` and an exchange sign with `ε² = 1`, exchange weights the partial wave `l`
in the cross section by `1 + ε (-1)^l`. -/
theorem exchange_cross_section {ε k : ℝ} (hε : ε ^ 2 = 1) (hk : 0 < k) (L : ℕ) (d : ℕ → ℝ) :
    k ^ 2 * exchangeCrossSection ε k L d = 4 * π * ∑ l ∈ range (L + 1),
      (2 * (l : ℝ) + 1) * (1 + ε * (-1) ^ l) * Real.sin (d l) ^ 2 := by
  obtain ⟨c, hc⟩ : ∃ c : ℕ → ℂ, ∀ l, c l =
      (((1 + ε * (-1) ^ l) * ((2 * (l : ℝ) + 1) * Real.sin (d l)) / k : ℝ) : ℂ)
        * Complex.exp (d l * Complex.I) := ⟨_, fun _ => rfl⟩
  have hpt : ∀ t, amplitude k L d t + (ε : ℂ) * amplitude k L d (-t)
      = ∑ l ∈ range (L + 1), c l * (P l t : ℂ) := by
    intro t
    simp only [amplitude, legendre_neg, Finset.mul_sum, ← Finset.sum_add_distrib]
    refine sum_congr rfl fun l _ => ?_
    rw [hc]
    push_cast
    ring
  simp only [exchangeCrossSection, hpt]
  rw [integral_partial_waves c]
  simp only [Finset.mul_sum]
  refine sum_congr rfl fun l _ => ?_
  rw [hc, norm_mul, Complex.norm_exp_ofReal_mul_I, mul_one, Complex.norm_real,
    Real.norm_eq_abs, sq_abs]
  -- `(-1)^l` squares to 1; with `ε² = 1`, the squared exchange factor is then twice the factor
  have h1 : ((-1 : ℝ) ^ l) ^ 2 = 1 := by rw [← pow_mul, mul_comm, pow_mul]; simp
  have e : (1 + ε * (-1 : ℝ) ^ l) ^ 2 = 2 * (1 + ε * (-1 : ℝ) ^ l) := by
    linear_combination ((-1 : ℝ) ^ l) ^ 2 * hε + h1
  generalize 1 + ε * (-1 : ℝ) ^ l = E at e ⊢
  have hk' : k ≠ 0 := hk.ne'
  have hl : 2 * (l : ℝ) + 1 ≠ 0 := by positivity
  calc k ^ 2 * (π * (2 / (2 * (l : ℝ) + 1) * (E * ((2 * (l : ℝ) + 1) * Real.sin (d l)) / k) ^ 2))
      = 2 * π * (2 * (l : ℝ) + 1) * E ^ 2 * Real.sin (d l) ^ 2 := by field_simp
    _ = 4 * π * ((2 * (l : ℝ) + 1) * E * Real.sin (d l) ^ 2) := by rw [e]; ring

/-- For `k > 0` and the symmetric amplitude `f(t) + f(-t)`, the cross section times `k²` is
`8π ∑ (2l+1) sin² d_l` over the even partial waves. -/
theorem symmetric_cross_section {k : ℝ} (hk : 0 < k) (L : ℕ) (d : ℕ → ℝ) :
    k ^ 2 * exchangeCrossSection 1 k L d = 8 * π * ∑ l ∈ (range (L + 1)).filter (fun l => Even l),
      (2 * (l : ℝ) + 1) * Real.sin (d l) ^ 2 := by
  rw [exchange_cross_section (by norm_num) hk, Finset.sum_filter, Finset.mul_sum, Finset.mul_sum]
  refine sum_congr rfl fun l _ => ?_
  split_ifs with h
  · rw [h.neg_one_pow]; ring
  · rw [(Nat.not_even_iff_odd.mp h).neg_one_pow]; ring

/-- For `k > 0` and the antisymmetric amplitude `f(t) - f(-t)`, the cross section times `k²` is
`8π ∑ (2l+1) sin² d_l` over the odd partial waves. -/
theorem antisymmetric_cross_section {k : ℝ} (hk : 0 < k) (L : ℕ) (d : ℕ → ℝ) :
    k ^ 2 * exchangeCrossSection (-1) k L d = 8 * π * ∑ l ∈ (range (L + 1)).filter (fun l => Odd l),
      (2 * (l : ℝ) + 1) * Real.sin (d l) ^ 2 := by
  rw [exchange_cross_section (by norm_num) hk, Finset.sum_filter, Finset.mul_sum, Finset.mul_sum]
  refine sum_congr rfl fun l _ => ?_
  split_ifs with h
  · rw [h.neg_one_pow]; ring
  · rw [(Nat.not_odd_iff_even.mp h).neg_one_pow]; ring

end

end IdenticalParticleScattering
```

```lean
#print axioms IdenticalParticleScattering.symmetric_cross_section
#print axioms IdenticalParticleScattering.antisymmetric_cross_section
```

```
'IdenticalParticleScattering.symmetric_cross_section' depends on axioms: [propext, Classical.choice, Quot.sound]
'IdenticalParticleScattering.antisymmetric_cross_section' depends on axioms: [propext, Classical.choice, Quot.sound]
```

### How the code carries out the derivation

`legendre_neg` is the parity step, and `legendre_differentiable` supplies the derivatives. In `legendre_ladder`, the recurrence is differentiated as `hd`; `hA'` and `hB'` are the next (A) and (B). The tactic `linear_combination` checks that each follows from the listed equations with the stated coefficients.

In `legendre_orthogonal`, `flux` is the Legendre equation and `hW` the derivative of the Wronskian expression. The fundamental theorem of calculus, `intervalIntegral.integral_eq_sub_of_hasDerivAt`, turns it into an endpoint difference, which is zero. `legendre_norm` does the same with $G$: `hG` is its derivative, and `e1` and `e2` are the endpoint relations.

`integral_partial_waves` uses real and imaginary parts to expand the squared modulus into a double sum over partial waves, and `Finset.sum_eq_single` keeps the diagonal. In `exchange_cross_section`, `hpt` collects the coefficients $c_l$, and `e` is the identity $E_l^2=2E_l$. The last two theorems split on the parity of $l$ with `split_ifs`.

### Other exchange signs, and zero wave number

Let $L=0$ and $d_0=\pi/2$. For any real $\varepsilon$ and $k>0$, the left side of the general formula is $2\pi(1+\varepsilon)^2$ and the right side is $4\pi(1+\varepsilon)$. They agree only for $\varepsilon=\pm1$. At $\varepsilon=0$, for instance, they are $2\pi$ and $4\pi$: without exchange, the hemisphere convention counts only half of this isotropic scattering.

The same phase with $\varepsilon=1$ shows that $k\neq0$ is needed: at $k=0$ Lean's convention $1/0=0$ keeps the cross section finite, so the left side is zero, while the right side is $8\pi$. This is not a physical limit: with this phase held fixed, $k^2\sigma_+=8\pi$ for every $k>0$.
